# Wegner's flow does not increase the off-diagonal weight of a finite Hermitian matrix

## Monitoring a flow-equation calculation

A flow-equation calculation of an effective Hamiltonian starts from a Hamiltonian matrix H in some basis and integrates a differential equation for H(l) in a real flow parameter l. The aim considered here is to stop at some l where the matrix is closer to diagonal form and to use it as the effective Hamiltonian; one measure of progress is the total squared size of the off-diagonal elements. For a finite Hermitian matrix that follows Wegner's equation exactly, with no elements discarded, this number cannot rise. Its rate of decrease is an explicit function of the current matrix, so the slope seen in a numerical run can be compared with the formula at every step.

## Generator, flow and off-diagonal weight

Let the indices i, j, k run over a finite set of basis states. Write H_ij for the matrix elements, [A, B] = AB − BA for the commutator, a prime for d/dl, and D for the diagonal matrix with D_ii = H_ii. Wegner's generator η and flow equation are

    η = [D, H],    H′ = [η, H].

The right-hand side is cubic in H, so l has the dimension of an inverse squared energy. The equation is postulated: it is a prescription for changing the basis continuously, and l is not time. Define the off-diagonal weight W and the decay rate R by

    W = Σ_{i≠j} |H_ij|²,

    R = Σ_{i,j} |H_ii − H_jj|² |H_ij|².

The sum in W runs over ordered pairs, so each coupling of a Hermitian matrix is counted twice. In R the terms with i = j vanish.

## The decay law and its hypotheses

Suppose H(s) is Hermitian for every real s and obeys the flow equation at s = l. Then

    W′(l) = −2 R(l).

This is `hasDerivAt_offDiagSq`. The index set is the finite type `n`, and the scalars `𝕜` are real or complex numbers (`RCLike 𝕜`). The family is a function `H : ℝ → Matrix n n 𝕜`, and `H s i j` is H_ij(s). The definitions `bracket`, `diagPart`, `generator` and `wegnerField` are [A, B], D, η and [η, H], while `offDiagSq` and `decayRate` are W and R, with `univ.erase i` the set of j ≠ i. The hypothesis `WegnerFlowAt H l` says that every entry is differentiable at l with derivative [η, H]_ij. It concerns the single value l.

Three theorems follow from the decay law. In `offDiagSq_antitoneOn`, the flow equation holds at every point of a convex set I of real numbers, which is an interval, and the conclusion is W(l₂) ≤ W(l₁) whenever l₁ ≤ l₂ in I. In `deriv_offDiagSq_eq_zero_iff`, W′(l) = 0 exactly when η(l) = 0. In `hasDerivAt_offDiagSq_real`, the matrices are real symmetric and the law reads

    d/dl Σ_{i≠j} H_ij² = −2 Σ_{i,j} (H_ii − H_jj)² H_ij².

Hermiticity for all s, written `∀ s, (H s).IsHermitian`, stands for H(s) remaining an observable along the flow. It is assumed and is not derived from a Hermitian starting matrix. Derivatives are two-sided, so a closed endpoint of I requires the family to be differentiable across it. The dimension is finite, and with one basis state or none W and R are both zero and the law reads 0 = 0.

Wegner's method is meant to bring H towards diagonal form while keeping its spectrum. The theorems here give the slope and monotonicity of W; conservation of the eigenvalues, existence of a solution from a given H(0) and the limit of W at large l are not proved in the file. A nonincreasing W need not reach zero. By step 1 below, η = 0 means that every nonzero H_ij connects states with H_ii = H_jj, and a constant matrix with zero diagonal and nonzero coupling has η = 0 with W > 0.

## Five steps to the derivative

Step 1, the generator. Since (DH)_ij = H_ii H_ij and (HD)_ij = H_ij H_jj,

    η_ij = (H_ii − H_jj) H_ij.

Step 2, a vanishing trace. For any matrix η, cyclicity gives tr(HηH) = tr(ηH²) and tr(H²η) = tr(ηH²), so

    tr(H[η, H]) = tr(HηH) − tr(H²η) = 0.

Step 3, the diagonal of the flow. Write F = [η, H] and insert step 1:

    F_ii = Σ_k (η_ik H_ki − H_ik η_ki)
         = Σ_k [(H_ii − H_kk) − (H_kk − H_ii)] H_ik H_ki
         = 2 Σ_k (H_ii − H_kk) H_ik H_ki.

Step 4, symmetrisation. Multiply by H_ii and sum over i to get Σ_i H_ii F_ii = 2S, where

    S = Σ_{i,k} H_ii (H_ii − H_kk) H_ik H_ki.

Exchanging the names i and k leaves H_ik H_ki unchanged, so also

    S = Σ_{i,k} H_kk (H_kk − H_ii) H_ik H_ki.

Adding the two forms, with H_ii (H_ii − H_kk) + H_kk (H_kk − H_ii) = (H_ii − H_kk)², and renaming k as j,

    Σ_i H_ii F_ii = Σ_{i,j} (H_ii − H_jj)² H_ij H_ji.

Step 5, the product rule. Let Q = Σ_{i≠j} H_ij H_ji. With H′ = F,

    Q′ = Σ_{i≠j} (F_ij H_ji + H_ij F_ji)
       = 2 tr(HF) − 2 Σ_i H_ii F_ii
       = −2 Σ_{i,j} (H_ii − H_jj)² H_ij H_ji.

The second line writes the restricted sum as the full sum minus its diagonal terms, and the third uses steps 2 and 4. No symmetry of H has entered so far. For Hermitian H, the element H_ji is the complex conjugate of H_ij and the diagonal is real, so H_ij H_ji = |H_ij|² and (H_ii − H_jj)² = |H_ii − H_jj|². Then Q = W at every s and Q′ = −2R at l.

Because R ≥ 0, W′ ≤ 0 throughout I, and the mean value theorem gives monotonicity. Step 1 also gives

    R = Σ_{i,j} |η_ij|²,

a sum of nonnegative terms that vanishes exactly when η = 0.

## An explicit two-level solution

Take the states 0 and 1 and the real matrix with H_00 = a, H_11 = −a and H_01 = H_10 = b. Step 1 gives η_01 = 2ab and η_10 = −2ab, and the flow reduces to

    a′ = 4ab²,    b′ = −4a²b.

A solution for all real l is

    a(l) = (1 + e^(−8l))^(−1/2),    b(l) = e^(−4l) a(l),

which satisfies a² + b² = 1. The eigenvalues are then ±1 in the chosen unit of energy, and l is a pure number. Differentiating, a′ = 4e^(−8l) a³ = 4ab², and b′ = −4b + e^(−4l) a′ = −4b(1 − b²) = −4a²b. Here W = 2b² and R = 8a²b², so W′ = 4bb′ = −16a²b² = −2R. The theorem `wegnerFlow_witness` states that this family, `twoLevel` built from `level` (a) and `coupling` (b), is symmetric, obeys the flow and has η ≠ 0 at every l. The decay law therefore applies to a family that is nowhere stationary.

## The Lean file

```lean
import Mathlib

open Matrix Finset

namespace WegnerFlow

noncomputable section

variable {n 𝕜 : Type*} [Fintype n] [DecidableEq n] [RCLike 𝕜]

/-- The commutator `[A, B] = AB - BA`. -/
def bracket (A B : Matrix n n 𝕜) : Matrix n n 𝕜 := A * B - B * A

/-- The diagonal part `D` of a Hamiltonian matrix `H`. -/
def diagPart (A : Matrix n n 𝕜) : Matrix n n 𝕜 := diagonal fun i => A i i

/-- Wegner's generator `η = [D, H]`. -/
def generator (A : Matrix n n 𝕜) : Matrix n n 𝕜 := bracket (diagPart A) A

/-- The right-hand side `[η, H] = [[D, H], H]` of Wegner's flow equation. -/
def wegnerField (A : Matrix n n 𝕜) : Matrix n n 𝕜 := bracket (generator A) A

/-- The family `H` obeys Wegner's equation `dH/dl = [[D, H], H]` at flow parameter `l`,
entry by entry. -/
def WegnerFlowAt (H : ℝ → Matrix n n 𝕜) (l : ℝ) : Prop :=
  ∀ i j, HasDerivAt (fun s => H s i j) (wegnerField (H l) i j) l

/-- The off-diagonal weight `∑_{i ≠ j} |H_ij|²`. -/
def offDiagSq (A : Matrix n n 𝕜) : ℝ := ∑ i, ∑ j ∈ univ.erase i, ‖A i j‖ ^ 2

/-- The sum `∑_{i,j} |H_ii - H_jj|² |H_ij|²`. -/
def decayRate (A : Matrix n n 𝕜) : ℝ := ∑ i, ∑ j, ‖A i i - A j j‖ ^ 2 * ‖A i j‖ ^ 2

/-- Matrix elements of the generator: `η_ij = (H_ii - H_jj) H_ij`. -/
theorem generator_apply (A : Matrix n n 𝕜) (i j : n) :
    generator A i j = (A i i - A j j) * A i j := by
  simp only [generator, bracket, diagPart, Matrix.sub_apply, diagonal_mul, mul_diagonal]
  ring

omit [DecidableEq n] in
/-- For any matrix `η`, `tr (H [η, H]) = 0`. -/
theorem trace_mul_bracket (η A : Matrix n n 𝕜) : trace (A * bracket η A) = 0 := by
  rw [bracket, Matrix.mul_sub, trace_sub, trace_mul_comm A (η * A), ← Matrix.mul_assoc A A η,
    trace_mul_comm (A * A) η, Matrix.mul_assoc η A A, sub_self]

/-- Diagonal elements of the flow: `[η, H]_ii = 2 ∑_k (H_ii - H_kk) H_ik H_ki`. -/
theorem wegnerField_diag (A : Matrix n n 𝕜) (i : n) :
    wegnerField A i i = 2 * ∑ k, (A i i - A k k) * (A i k * A k i) := by
  simp only [wegnerField, bracket, Matrix.sub_apply, Matrix.mul_apply, generator_apply]
  rw [← Finset.sum_sub_distrib, Finset.mul_sum]
  exact Finset.sum_congr rfl fun k _ => by ring

/-- `∑_i H_ii [η, H]_ii = ∑_{i,j} (H_ii - H_jj)² H_ij H_ji`. -/
theorem sum_diag_mul_wegnerField (A : Matrix n n 𝕜) :
    ∑ i, A i i * wegnerField A i i = ∑ i, ∑ j, (A i i - A j j) ^ 2 * (A i j * A j i) := by
  have h1 : ∑ i, A i i * wegnerField A i i
      = 2 * ∑ i, ∑ k, A i i * (A i i - A k k) * (A i k * A k i) := by
    rw [Finset.mul_sum]
    refine Finset.sum_congr rfl fun i _ => ?_
    rw [wegnerField_diag, Finset.mul_sum, Finset.mul_sum, Finset.mul_sum]
    exact Finset.sum_congr rfl fun k _ => by ring
  -- exchange the two summation indices
  have h2 : ∑ i, ∑ k, A i i * (A i i - A k k) * (A i k * A k i)
      = ∑ i, ∑ k, A k k * (A k k - A i i) * (A i k * A k i) := by
    rw [Finset.sum_comm]
    exact Finset.sum_congr rfl fun i _ => Finset.sum_congr rfl fun k _ => by ring
  have h3 : ∑ i, ∑ j, (A i i - A j j) ^ 2 * (A i j * A j i)
      = ∑ i, ∑ k, A i i * (A i i - A k k) * (A i k * A k i)
        + ∑ i, ∑ k, A k k * (A k k - A i i) * (A i k * A k i) := by
    rw [← Finset.sum_add_distrib]
    refine Finset.sum_congr rfl fun i _ => ?_
    rw [← Finset.sum_add_distrib]
    exact Finset.sum_congr rfl fun k _ => by ring
  linear_combination h1 - h3 + h2

/-- Along Wegner's flow of any square matrix, `∑_{i ≠ j} H_ij H_ji` has derivative
`-2 ∑_{i,j} (H_ii - H_jj)² H_ij H_ji`. -/
theorem hasDerivAt_offDiag_bilinear {H : ℝ → Matrix n n 𝕜} {l : ℝ} (hf : WegnerFlowAt H l) :
    HasDerivAt (fun s => ∑ i, ∑ j ∈ univ.erase i, H s i j * H s j i)
      (-2 * ∑ i, ∑ j, (H l i i - H l j j) ^ 2 * (H l i j * H l j i)) l := by
  have h : HasDerivAt (fun s => ∑ i, ∑ j ∈ univ.erase i, H s i j * H s j i)
      (∑ i, ∑ j ∈ univ.erase i,
        (wegnerField (H l) i j * H l j i + H l i j * wegnerField (H l) j i)) l :=
    HasDerivAt.fun_sum fun i _ => HasDerivAt.fun_sum fun j _ => (hf i j).fun_mul (hf j i)
  refine h.congr_deriv ?_
  generalize H l = A
  -- the full double sums are traces and vanish; only the diagonal terms remain
  have t : trace (A * wegnerField A) = 0 := trace_mul_bracket (generator A) A
  have t1 : ∑ i, ∑ j, A i j * wegnerField A j i = 0 := by
    simpa only [Matrix.trace, Matrix.diag_apply, Matrix.mul_apply] using t
  have t2 : ∑ i, ∑ j, wegnerField A i j * A j i = ∑ i, ∑ j, A i j * wegnerField A j i := by
    rw [Finset.sum_comm]
    exact Finset.sum_congr rfl fun i _ => Finset.sum_congr rfl fun j _ => mul_comm _ _
  have t3 : ∑ i, wegnerField A i i * A i i = ∑ i, A i i * wegnerField A i i :=
    Finset.sum_congr rfl fun i _ => mul_comm _ _
  simp only [Finset.sum_erase_eq_sub (Finset.mem_univ _), Finset.sum_sub_distrib,
    Finset.sum_add_distrib]
  linear_combination t2 + 2 * t1 - t3 - 2 * sum_diag_mul_wegnerField A

/-- For a Hermitian family (real or complex) obeying Wegner's equation at `l`, the off-diagonal
weight has derivative `-2 ∑_{i,j} |H_ii - H_jj|² |H_ij|²` at `l`. -/
theorem hasDerivAt_offDiagSq {H : ℝ → Matrix n n 𝕜} (hH : ∀ s, (H s).IsHermitian) {l : ℝ}
    (hf : WegnerFlowAt H l) :
    HasDerivAt (fun s => offDiagSq (H s)) (-2 * decayRate (H l)) l := by
  have hz : ∀ z : 𝕜, z * star z = ((‖z‖ ^ 2 : ℝ) : 𝕜) := fun z => by
    rw [RCLike.star_def, RCLike.mul_conj, RCLike.ofReal_pow]
  -- Hermiticity: H_ij H_ji = |H_ij|² and the diagonal is real
  have k1 : ∀ s i j, H s i j * H s j i = ((‖H s i j‖ ^ 2 : ℝ) : 𝕜) := fun s i j => by
    rw [← hz, (hH s).apply j i]
  have k2 : ∀ i j, (H l i i - H l j j) ^ 2 = ((‖H l i i - H l j j‖ ^ 2 : ℝ) : 𝕜) :=
    fun i j => by rw [← hz, star_sub, (hH l).apply i i, (hH l).apply j j, sq]
  have e1 : ∀ s, ∑ i, ∑ j ∈ univ.erase i, H s i j * H s j i = ((offDiagSq (H s) : ℝ) : 𝕜) :=
    fun s => by simp only [offDiagSq, RCLike.ofReal_sum, k1]
  have e2 : -2 * ∑ i, ∑ j, (H l i i - H l j j) ^ 2 * (H l i j * H l j i)
      = ((-2 * decayRate (H l) : ℝ) : 𝕜) := by
    simp only [decayRate, k1, k2]
    push_cast
    try rfl
  have h := hasDerivAt_offDiag_bilinear hf
  rw [e2, funext e1] at h
  have h2 := (RCLike.reCLM (K := 𝕜)).hasFDerivAt.comp_hasDerivAt l h
  simpa only [Function.comp_def, RCLike.reCLM_apply, RCLike.ofReal_re] using h2

/-- On any interval of the flow parameter where a Hermitian family obeys Wegner's equation,
the off-diagonal weight is nonincreasing. -/
theorem offDiagSq_antitoneOn {H : ℝ → Matrix n n 𝕜} (hH : ∀ s, (H s).IsHermitian)
    {I : Set ℝ} (hI : Convex ℝ I) (hf : ∀ l ∈ I, WegnerFlowAt H l) :
    AntitoneOn (fun s => offDiagSq (H s)) I := by
  have h := fun l hl => hasDerivAt_offDiagSq hH (hf l hl)
  refine antitoneOn_of_deriv_nonpos hI
    (fun l hl => (h l hl).continuousAt.continuousWithinAt)
    (fun l hl => (h l (interior_subset hl)).differentiableAt.differentiableWithinAt)
    fun l hl => ?_
  rw [(h l (interior_subset hl)).deriv]
  have : 0 ≤ decayRate (H l) :=
    Finset.sum_nonneg fun i _ => Finset.sum_nonneg fun j _ => by positivity
  linarith

/-- For a Hermitian family obeying Wegner's equation at `l`, the off-diagonal weight is
stationary at `l` exactly when the generator `[D, H]` vanishes there. -/
theorem deriv_offDiagSq_eq_zero_iff {H : ℝ → Matrix n n 𝕜} (hH : ∀ s, (H s).IsHermitian)
    {l : ℝ} (hf : WegnerFlowAt H l) :
    deriv (fun s => offDiagSq (H s)) l = 0 ↔ generator (H l) = 0 := by
  rw [(hasDerivAt_offDiagSq hH hf).deriv]
  generalize H l = A
  have hr : decayRate A = ∑ i, ∑ j, ‖generator A i j‖ ^ 2 := by
    simp only [decayRate, generator_apply, norm_mul, mul_pow]
  rw [hr]
  constructor
  · intro h
    have h0 : ∑ i, ∑ j, ‖generator A i j‖ ^ 2 = 0 := by linarith
    ext i j
    have h1 := (Finset.sum_eq_zero_iff_of_nonneg
      (fun i _ => Finset.sum_nonneg fun j _ => sq_nonneg _)).1 h0 i (mem_univ i)
    have h2 := (Finset.sum_eq_zero_iff_of_nonneg (fun j _ => sq_nonneg _)).1 h1 j (mem_univ j)
    simpa using h2
  · intro h
    simp [h]

/-- Real symmetric case: `d/dl ∑_{i ≠ j} H_ij² = -2 ∑_{i,j} (H_ii - H_jj)² H_ij²`. -/
theorem hasDerivAt_offDiagSq_real {H : ℝ → Matrix n n ℝ} (hH : ∀ s, (H s).IsSymm) {l : ℝ}
    (hf : WegnerFlowAt H l) :
    HasDerivAt (fun s => ∑ i, ∑ j ∈ univ.erase i, H s i j ^ 2)
      (-2 * ∑ i, ∑ j, (H l i i - H l j j) ^ 2 * H l i j ^ 2) l := by
  have hH' : ∀ s, (H s).IsHermitian := fun s => by
    show (H s)ᴴ = H s
    rw [conjTranspose_eq_transpose_of_trivial]
    exact hH s
  simpa only [offDiagSq, decayRate, Real.norm_eq_abs, sq_abs] using hasDerivAt_offDiagSq hH' hf

/-- The diagonal element `a(l) = (1 + e^{-8l})^{-1/2}` of a two-level family. -/
def level (l : ℝ) : ℝ := (√(1 + Real.exp (-8 * l)))⁻¹

/-- The coupling `b(l) = e^{-4l} a(l)` of the two-level family. -/
def coupling (l : ℝ) : ℝ := Real.exp (-4 * l) * level l

/-- The two-level family with rows `(a, b)` and `(b, -a)`. -/
def twoLevel (l : ℝ) : Matrix (Fin 2) (Fin 2) ℝ :=
  !![level l, coupling l; coupling l, -level l]

/-- The two-level family is symmetric, obeys Wegner's equation and has nonzero generator
for every `l`. -/
theorem wegnerFlow_witness (l : ℝ) :
    (twoLevel l).IsSymm ∧ WegnerFlowAt twoLevel l ∧ generator (twoLevel l) ≠ 0 := by
  have hF : ∀ a b : ℝ, wegnerField !![a, b; b, -a]
      = !![4 * a * b ^ 2, -4 * a ^ 2 * b; -4 * a ^ 2 * b, -(4 * a * b ^ 2)] := fun a b => by
    ext i j
    simp only [wegnerField, bracket, Matrix.sub_apply, Matrix.mul_apply, generator_apply,
      Fin.sum_univ_two]
    fin_cases i <;> fin_cases j <;> simp <;> ring
  have hp : 0 < 1 + Real.exp (-8 * l) := by positivity
  have hv : Real.exp (-8 * l) = Real.exp (-4 * l) ^ 2 := by
    rw [sq, ← Real.exp_add]; congr 1; ring
  have hn : level l ^ 2 * (1 + Real.exp (-4 * l) ^ 2) = 1 := by
    rw [← hv, level, inv_pow, Real.sq_sqrt hp.le, inv_mul_cancel₀ hp.ne']
  have he : ∀ c : ℝ, HasDerivAt (fun s => Real.exp (c * s)) (c * Real.exp (c * l)) l :=
    fun c => ((hasDerivAt_id' l).const_mul c).exp.congr_deriv (by ring)
  have h0 : HasDerivAt level (4 * Real.exp (-8 * l) * level l ^ 3) l := by
    show HasDerivAt (fun s => (√(1 + Real.exp (-8 * s)))⁻¹)
      (4 * Real.exp (-8 * l) * ((√(1 + Real.exp (-8 * l)))⁻¹) ^ 3) l
    exact ((((he (-8)).const_add 1).sqrt hp.ne').inv
      (Real.sqrt_pos.2 hp).ne').congr_deriv (by ring)
  -- the reduced equations a' = 4ab², b' = -4a²b
  have ha : HasDerivAt level (4 * level l * coupling l ^ 2) l :=
    h0.congr_deriv (by rw [hv, coupling]; ring)
  have hb : HasDerivAt coupling (-4 * level l ^ 2 * coupling l) l :=
    ((he (-4)).fun_mul h0).congr_deriv (by
      rw [hv, coupling]
      linear_combination (4 * Real.exp (-4 * l) * level l) * hn)
  refine ⟨Matrix.IsSymm.ext fun i j => ?_, fun i j => ?_, fun h => ?_⟩
  · fin_cases i <;> fin_cases j <;> simp [twoLevel]
  · have e : wegnerField (twoLevel l) = _ := hF (level l) (coupling l)
    rw [e]
    fin_cases i <;> fin_cases j
    · exact ha
    · exact hb
    · exact hb
    · exact ha.fun_neg
  · have h1 := congrFun (congrFun h 0) 1
    rw [generator_apply] at h1
    have h2 : (level l - -level l) * coupling l = 0 := h1
    have hg : 0 < level l := inv_pos.2 (Real.sqrt_pos.2 hp)
    have hc : 0 < coupling l := mul_pos (Real.exp_pos _) hg
    nlinarith [mul_pos hg hc]

end

end WegnerFlow
```

```lean
#print axioms WegnerFlow.offDiagSq_antitoneOn
#print axioms WegnerFlow.deriv_offDiagSq_eq_zero_iff
#print axioms WegnerFlow.hasDerivAt_offDiagSq_real
```

```
'WegnerFlow.offDiagSq_antitoneOn' depends on axioms: [propext, Classical.choice, Quot.sound]
'WegnerFlow.deriv_offDiagSq_eq_zero_iff' depends on axioms: [propext, Classical.choice, Quot.sound]
'WegnerFlow.hasDerivAt_offDiagSq_real' depends on axioms: [propext, Classical.choice, Quot.sound]
```

## Algebra of a single matrix

The first four theorems are algebra on fixed matrices (one matrix `A`, together with an arbitrary second matrix `η` in `trace_mul_bracket`) and involve no derivative. `generator_apply` is step 1: `diagonal_mul` and `mul_diagonal` evaluate DH and HD entry by entry. `trace_mul_bracket` is step 2, with `trace_mul_comm` applied once to each term. `wegnerField_diag` is step 3, expanding both products and comparing the summands in k by `ring`. In `sum_diag_mul_wegnerField`, `h1` is Σ_i H_ii F_ii = 2S, `h2` equates the two forms of S through `Finset.sum_comm`, `h3` splits the square into those two forms, and `linear_combination h1 - h3 + h2` adds them up as in step 4.

## Product rule and the passage to real values

`hasDerivAt_offDiag_bilinear` is step 5 for an arbitrary square family. The fact `h` is the first line for Q′, assembled from the product rule on each term. Then `t1` writes tr(HF) = 0 as a double sum, `t2` shows that the two full double sums agree, and `t3` does the same for the two diagonal sums. `Finset.sum_erase_eq_sub` turns each sum over j ≠ i into the full sum minus the term j = i, and the last line combines these with step 4.

In `hasDerivAt_offDiagSq`, `k1` and `k2` are the two consequences of Hermiticity. The identity `e1`, Q = W, is proved for all s because this proof rewrites the whole function being differentiated with `funext`, whereas `e2` is used only at l. This is a convenience of the proof: W′(l) depends only on H(l) and H′(l), so Hermiticity at l alone would already give the law, though the file does not prove that sharper form. Both sides are at that point real numbers embedded in `𝕜`, and composing with the continuous linear map `RCLike.reCLM`, the real part, yields a derivative statement over ℝ. The real symmetric theorem converts `IsSymm` to `IsHermitian` and replaces squared norms by squares with `sq_abs`.

## Monotonicity, stationarity and the two-level check

`offDiagSq_antitoneOn` passes three facts to `antitoneOn_of_deriv_nonpos`: continuity on I, differentiability on its interior, and −2R ≤ 0 there. In `deriv_offDiagSq_eq_zero_iff`, `hr` is R = Σ|η_ij|², and `Finset.sum_eq_zero_iff_of_nonneg` is used once for the sum over i and once for the sum over j.

In `wegnerFlow_witness`, `hF` computes [η, H] for general a and b, and `hn` is a²(1 + (e^(−4l))²) = 1, which amounts to a² + b² = 1. The chain rule gives `h0`, from which `ha` and `hb` are the two reduced equations, with `hn` entering only in `hb`. The four entries are then matched with a′, b′, b′ and −a′. The generator is nonzero because its entry η_01 = 2ab is positive.
